# An m × n square-lattice flake with uniform nearest-neighbour hopping has gcd(m+1, n+1) − 1 independent non-bonding orbitals

A rectangular flake of the square lattice has $m\times n$ sites with one orbital on each, and these orbitals are taken to be orthonormal. An electron hops between nearest neighbours with a single amplitude $\beta\neq0$, and every site has the same energy $\alpha$. The question is how many independent orbitals have exactly the energy $\alpha$ of an isolated site. These are the non-bonding orbitals.

The Hamiltonian is $\alpha I+\beta A$, where $A$ is the adjacency matrix of the grid, so the non-bonding orbitals form the kernel of $A$. We set $\alpha=0$ and $\beta=1$, which leaves this kernel unchanged. Sites and quantum numbers are counted from $0$, where textbooks usually start at $1$. The claim is

$$\dim\ker A=\gcd(m+1,n+1)-1 .$$

## Standing waves and the pairs that cancel

Take first a chain of $m$ sites, with adjacency matrix $A_m$. For $p=0,\dots,m-1$ let

$$k_p=\frac{\pi(p+1)}{m+1},\qquad \psi_p(i)=\sin\big((i+1)k_p\big),\quad i=0,\dots,m-1 .$$

The sine vanishes at the positions just beyond both ends, since $\sin 0=0$ and $\sin((m+1)k_p)=\sin((p+1)\pi)=0$. Hence the neighbour sum has the same form at every site:

$$(A_m\psi_p)(i)=\sin(ik_p)+\sin((i+2)k_p)=2\cos k_p\,\psi_p(i).$$

All $k_p$ lie strictly between $0$ and $\pi$, where the cosine is injective, so the $m$ levels $2\cos k_p$ are distinct. Each $\psi_p$ is nonzero because $\psi_p(0)=\sin k_p>0$. The $\psi_p$ are therefore a basis. The factor $\sqrt{2/(m+1)}$ would normalise them.

For the flake, $A=A_m\otimes 1+1\otimes A_n$. Write $k'_q=\pi(q+1)/(n+1)$ and $\psi'_q$ for the second chain. The products $\psi_p\otimes\psi'_q$ form a basis of eigenvectors with levels $2\cos k_p+2\cos k'_q$, and $\dim\ker A$ is the number of pairs $(p,q)$ whose level is zero.

A zero level means $\cos k_p=\cos(\pi-k'_q)$. Both arguments lie in $(0,\pi)$, so $k_p+k'_q=\pi$, or

$$(p+1)(n+1)+(q+1)(m+1)=(m+1)(n+1).$$

Let $g=\gcd(m+1,n+1)$, $m+1=ga$ and $n+1=gb$, with $a,b$ coprime. Division by $g$ gives $(p+1)b+(q+1)a=gab$. Thus $a$ divides $(p+1)b$, and by coprimality it divides $p+1$. Writing $p+1=ta$ gives $q+1=(g-t)b$. Positivity requires $0<t<g$, and each such $t$ gives an allowed pair. There are $g-1$ of them.

## Chain, flake and kernel as Lean objects

`Fin m` labels the sites of a chain, and `pathGraph m` joins consecutive ones.

```lean
import Mathlib

open Matrix
open scoped Kronecker

namespace SquareLatticeFlake

noncomputable section

open scoped Classical in
/-- The tight-binding matrix of an open chain of `m` sites with unit hopping between neighbours. -/
def chain (m : ℕ) : Matrix (Fin m) (Fin m) ℝ :=
  (SimpleGraph.pathGraph m).adjMatrix ℝ
```

The box product joins two sites when they agree in one coordinate and are neighbours in the other.

```lean
open scoped Classical in
/-- The tight-binding matrix of the `m × n` square-lattice flake: the real adjacency matrix of
the Cartesian product of two paths. -/
def flake (m n : ℕ) : Matrix (Fin m × Fin n) (Fin m × Fin n) ℝ :=
  ((SimpleGraph.pathGraph m).boxProd (SimpleGraph.pathGraph n)).adjMatrix ℝ
```

The non-bonding space consists of the real amplitudes that this matrix sends to zero.

```lean
/-- The space of non-bonding orbitals: site amplitudes annihilated by the flake matrix. -/
def nonbonding (m n : ℕ) : Submodule ℝ (Fin m × Fin n → ℝ) :=
  LinearMap.ker (flake m n).mulVecLin
```

The next definitions are $k_p$ (dimensionless, with lattice spacing one), $2\cos k_p$, and the matrix with the unnormalised $\psi_p$ as columns.

```lean
/-- The wavenumber `π (p + 1) / (m + 1)` of the standing wave `p = 0, …, m - 1` on a chain. -/
def wavenumber (m : ℕ) (p : Fin m) : ℝ := (((p : ℕ) : ℝ) + 1) * Real.pi / ((m : ℝ) + 1)

/-- The level `2 cos k` belonging to the wavenumber `k` of the standing wave `p`. -/
def level (m : ℕ) (p : Fin m) : ℝ := 2 * Real.cos (wavenumber m p)

/-- The matrix whose column `p` holds the amplitudes of the standing wave `p` on the chain. -/
def standingWave (m : ℕ) : Matrix (Fin m) (Fin m) ℝ :=
  Matrix.of fun i p => Real.sin ((((i : ℕ) : ℝ) + 1) * wavenumber m p)
```

## Diagonalising the chain

The neighbour sum is proved for any function vanishing at positions $0$ and $m+1$. `hsplit` separates the left and right neighbours; `hleft` and `hright` evaluate the two sums, using the boundary values at the ends.

```lean
/-- If an amplitude vanishes just beyond both ends of the chain, hopping replaces its value at
each site by the sum of the values at the two neighbouring positions. -/
theorem chain_sum (m : ℕ) (f : ℕ → ℝ) (h0 : f 0 = 0) (hm : f (m + 1) = 0) (i : Fin m) :
    ∑ j : Fin m, chain m i j * f ((j : ℕ) + 1) = f i + f ((i : ℕ) + 2) := by
  have hsplit : ∀ j : Fin m, chain m i j * f ((j : ℕ) + 1) =
      (if (j : ℕ) + 1 = (i : ℕ) then f ((j : ℕ) + 1) else 0) +
      (if (i : ℕ) + 1 = (j : ℕ) then f ((j : ℕ) + 1) else 0) := by
    intro j
    simp only [chain, SimpleGraph.adjMatrix_apply, SimpleGraph.pathGraph_adj]
    by_cases h1 : (i : ℕ) + 1 = (j : ℕ)
    · have h2 : ¬ ((j : ℕ) + 1 = (i : ℕ)) := by omega
      rw [if_pos (Or.inl h1), if_neg h2, if_pos h1]
      ring
    · by_cases h2 : (j : ℕ) + 1 = (i : ℕ)
      · rw [if_pos (Or.inr h2), if_pos h2, if_neg h1]
        ring
      · rw [if_neg (not_or.2 ⟨h1, h2⟩), if_neg h2, if_neg h1]
        ring
  -- the left neighbour, with the boundary value at position 0
  have hleft : ∀ k < m, ∑ j ∈ Finset.range m, (if j + 1 = k then f (j + 1) else 0) = f k := by
    intro k hk
    cases k with
    | zero => simp [h0]
    | succ k => simp [show k < m by omega]
  -- the right neighbour, with the boundary value at position m + 1
  have hright : ∀ k < m,
      ∑ j ∈ Finset.range m, (if k + 1 = j then f (j + 1) else 0) = f (k + 2) := by
    intro k hk
    rw [Finset.sum_ite_eq]
    split_ifs with h
    · rfl
    · rw [Finset.mem_range] at h
      rw [show k + 2 = m + 1 by omega, hm]
  rw [Finset.sum_congr rfl (fun j _ => hsplit j), Finset.sum_add_distrib,
    Fin.sum_univ_eq_sum_range (fun j => if j + 1 = (i : ℕ) then f (j + 1) else 0) m,
    Fin.sum_univ_eq_sum_range (fun j => if (i : ℕ) + 1 = j then f (j + 1) else 0) m,
    hleft i i.2, hright i i.2]
```

Inserting the sine and applying the addition formulas gives the eigenvalue equation for all $p$ at once.

```lean
/-- Each standing wave satisfies the eigenvalue equation of the chain, with its level as eigenvalue.
-/
theorem chain_mul_standingWave (m : ℕ) :
    chain m * standingWave m = standingWave m * diagonal (level m) := by
  ext i p
  have hend : Real.sin (((m + 1 : ℕ) : ℝ) * wavenumber m p) = 0 := by
    have h : ((m + 1 : ℕ) : ℝ) * wavenumber m p = (((p : ℕ) + 1 : ℕ) : ℝ) * Real.pi := by
      have hm : (m : ℝ) + 1 ≠ 0 := by positivity
      unfold wavenumber
      push_cast
      rw [mul_div_assoc', mul_div_cancel_left₀ _ hm]
    rw [h, Real.sin_nat_mul_pi]
  have h := chain_sum m (fun x => Real.sin ((x : ℝ) * wavenumber m p)) (by simp) hend i
  rw [Matrix.mul_apply, Matrix.mul_diagonal]
  simp only [standingWave, Matrix.of_apply, level]
  push_cast at h
  rw [h]
  -- sum of sines at the two neighbouring positions
  rw [show ((i : ℕ) : ℝ) * wavenumber m p =
      (((i : ℕ) : ℝ) + 1) * wavenumber m p - wavenumber m p by ring,
    show (((i : ℕ) : ℝ) + 2) * wavenumber m p =
      (((i : ℕ) : ℝ) + 1) * wavenumber m p + wavenumber m p by ring,
    Real.sin_sub, Real.sin_add]
  ring

/-- Every wavenumber of the open chain lies strictly between `0` and `π`. -/
theorem wavenumber_mem (m : ℕ) (p : Fin m) : 0 < wavenumber m p ∧ wavenumber m p < Real.pi := by
  have hp : ((p : ℕ) : ℝ) < m := by exact_mod_cast p.2
  have hpi := Real.pi_pos
  unfold wavenumber
  refine ⟨by positivity, ?_⟩
  rw [div_lt_iff₀ (by positivity)]
  nlinarith
```

Injectivity of the cosine makes the levels distinct, and Mathlib's theorem on eigenvectors with distinct eigenvalues then gives independent columns.

```lean
/-- The standing waves form a complete set: their matrix is invertible. -/
theorem isUnit_standingWave (m : ℕ) : IsUnit (standingWave m) := by
  have hinj : Function.Injective (level m) := by
    intro p q h
    have hc : Real.cos (wavenumber m p) = Real.cos (wavenumber m q) := by
      unfold level at h
      linarith
    have hk := Real.injOn_cos ⟨(wavenumber_mem m p).1.le, (wavenumber_mem m p).2.le⟩
      ⟨(wavenumber_mem m q).1.le, (wavenumber_mem m q).2.le⟩ hc
    unfold wavenumber at hk
    rw [div_left_inj' (by positivity)] at hk
    have h1 := mul_right_cancel₀ Real.pi_ne_zero hk
    have h2 : ((p : ℕ) : ℝ) = ((q : ℕ) : ℝ) := by linarith
    exact Fin.ext (by exact_mod_cast h2)
  -- eigenvectors with distinct eigenvalues are independent
  have hli : LinearIndependent ℝ (fun p i => standingWave m i p) := by
    refine Module.End.eigenvectors_linearIndependent' (chain m).mulVecLin (level m) hinj _ ?_
    intro p
    refine ⟨Module.End.mem_eigenspace_iff.2 ?_, ?_⟩
    · funext i
      have h := congrFun (congrFun (chain_mul_standingWave m) i) p
      rw [Matrix.mul_diagonal] at h
      exact h.trans (mul_comm _ _)
    · intro h
      have h1 := congrFun h ⟨0, p.pos⟩
      have h2 := Real.sin_pos_of_pos_of_lt_pi (wavenumber_mem m p).1 (wavenumber_mem m p).2
      simp [standingWave] at h1
      linarith
  exact Matrix.linearIndependent_cols_iff_isUnit.1 hli
```

## From two chains to the flake

`hsum` checks the Kronecker sum entry by entry. The product rule for Kronecker products then reduces the claim to the two chains.

```lean
/-- Products of standing waves satisfy the eigenvalue equation of the flake, with the sum of the two
chain levels as eigenvalue. -/
theorem flake_mul_standingWave (m n : ℕ) :
    flake m n * (standingWave m ⊗ₖ standingWave n) =
      (standingWave m ⊗ₖ standingWave n) * diagonal (fun x => level m x.1 + level n x.2) := by
  have hsum : flake m n = chain m ⊗ₖ 1 + 1 ⊗ₖ chain n := by
    ext ⟨i, k⟩ ⟨j, l⟩
    have hadj : ((SimpleGraph.pathGraph m).boxProd (SimpleGraph.pathGraph n)).Adj (i, k) (j, l) ↔
        ((SimpleGraph.pathGraph m).Adj i j ∧ k = l) ∨
          ((SimpleGraph.pathGraph n).Adj k l ∧ i = j) := SimpleGraph.boxProd_adj
    simp only [flake, chain, SimpleGraph.adjMatrix_apply, Matrix.add_apply,
      Matrix.kroneckerMap_apply, Matrix.one_apply]
    by_cases hij : i = j
    · have hii : ¬ (SimpleGraph.pathGraph m).Adj i j := fun h => h.ne hij
      by_cases h : (SimpleGraph.pathGraph n).Adj k l
      · rw [if_pos (hadj.2 (Or.inr ⟨h, hij⟩)), if_neg hii, if_pos hij, if_pos h]
        ring
      · rw [if_neg (fun hx => (hadj.1 hx).elim (fun y => hii y.1) (fun y => h y.1)),
          if_neg hii, if_neg h]
        ring
    · by_cases h : (SimpleGraph.pathGraph m).Adj i j ∧ k = l
      · rw [if_pos (hadj.2 (Or.inl h)), if_pos h.1, if_pos h.2, if_neg hij]
        ring
      · rw [if_neg (fun hx => (hadj.1 hx).elim h (fun y => hij y.2)), if_neg hij]
        rcases not_and_or.1 h with h1 | h1
        · rw [if_neg h1]
          ring
        · rw [if_neg h1]
          ring
  rw [hsum, add_mul, ← Matrix.mul_kronecker_mul, ← Matrix.mul_kronecker_mul,
    chain_mul_standingWave, chain_mul_standingWave, one_mul, one_mul]
  ext ⟨i, k⟩ ⟨p, q⟩
  simp only [Matrix.add_apply, Matrix.kroneckerMap_apply, Matrix.mul_diagonal]
  ring
```

## Counting the zero levels

The condition $k_p+k'_q=\pi$ becomes an equation between natural numbers.

```lean
/-- Two chain levels cancel exactly when their quantum numbers solve an integer equation. -/
theorem level_add_eq_zero_iff {m n : ℕ} (p : Fin m) (q : Fin n) :
    level m p + level n q = 0 ↔
      ((p : ℕ) + 1) * (n + 1) + ((q : ℕ) + 1) * (m + 1) = (m + 1) * (n + 1) := by
  have hp := wavenumber_mem m p
  have hq := wavenumber_mem n q
  have hm : (m : ℝ) + 1 ≠ 0 := by positivity
  have hn : (n : ℝ) + 1 ≠ 0 := by positivity
  have e : (wavenumber m p + wavenumber n q) * (((m : ℝ) + 1) * ((n : ℝ) + 1)) =
      Real.pi * ((((p : ℕ) : ℝ) + 1) * (n + 1) + (((q : ℕ) : ℝ) + 1) * (m + 1)) := by
    unfold wavenumber
    field_simp
  constructor
  · intro h
    have hc : Real.cos (wavenumber m p) = Real.cos (Real.pi - wavenumber n q) := by
      rw [Real.cos_pi_sub]
      unfold level at h
      linarith
    have hk := Real.injOn_cos ⟨hp.1.le, hp.2.le⟩ ⟨by linarith, by linarith⟩ hc
    rw [show wavenumber m p + wavenumber n q = Real.pi by linarith] at e
    exact_mod_cast (mul_left_cancel₀ Real.pi_ne_zero e).symm
  · intro h
    have h' : (((p : ℕ) : ℝ) + 1) * (n + 1) + (((q : ℕ) : ℝ) + 1) * (m + 1) =
        ((m : ℝ) + 1) * ((n : ℝ) + 1) := by exact_mod_cast h
    rw [h'] at e
    have hk := mul_right_cancel₀ (mul_ne_zero hm hn) e
    unfold level
    rw [show wavenumber m p = Real.pi - wavenumber n q by linarith, Real.cos_pi_sub]
    ring
```

`Finset.card_bij` matches its solutions with the integers in `Finset.Ioo 0 g` through $t=(p+1)/a$. Its three obligations are that $t$ lies in range, that $t$ determines the pair, and that every $t$ occurs.

```lean
/-- The number of pairs of quantum numbers solving the zero-level equation is one less than
`gcd (m + 1) (n + 1)`. -/
theorem card_zero_pairs (m n : ℕ) :
    (Finset.univ.filter fun x : Fin m × Fin n =>
      ((x.1 : ℕ) + 1) * (n + 1) + ((x.2 : ℕ) + 1) * (m + 1) = (m + 1) * (n + 1)).card + 1 =
      Nat.gcd (m + 1) (n + 1) := by
  obtain ⟨a, b, hab, ha, hb⟩ := Nat.exists_coprime (m + 1) (n + 1)
  have hg : 0 < Nat.gcd (m + 1) (n + 1) := Nat.gcd_pos_of_pos_left _ (Nat.succ_pos m)
  generalize Nat.gcd (m + 1) (n + 1) = g at ha hb hg ⊢
  have ha0 : 0 < a := Nat.pos_of_ne_zero (by rintro rfl; simp at ha)
  have hb0 : 0 < b := Nat.pos_of_ne_zero (by rintro rfl; simp at hb)
  -- divide the equation by the common factor
  have hred : ∀ x y : ℕ, x * (n + 1) + y * (m + 1) = (m + 1) * (n + 1) ↔
      x * b + y * a = b * g * a := by
    intro x y
    rw [ha, hb]
    constructor
    · intro h
      apply Nat.eq_of_mul_eq_mul_right hg
      calc (x * b + y * a) * g = x * (b * g) + y * (a * g) := by ring
        _ = a * g * (b * g) := h
        _ = b * g * a * g := by ring
    · intro h
      calc x * (b * g) + y * (a * g) = (x * b + y * a) * g := by ring
        _ = b * g * a * g := by rw [h]
        _ = a * g * (b * g) := by ring
  have hdvd : ∀ x y : ℕ, x * b + y * a = b * g * a → a ∣ x := by
    intro x y h
    have h1 : a ∣ x * b + y * a := h ▸ dvd_mul_left a (b * g)
    exact hab.dvd_of_dvd_mul_right ((Nat.dvd_add_left (dvd_mul_left a y)).1 h1)
  have hcard : (Finset.univ.filter fun x : Fin m × Fin n =>
      ((x.1 : ℕ) + 1) * (n + 1) + ((x.2 : ℕ) + 1) * (m + 1) = (m + 1) * (n + 1)).card =
      (Finset.Ioo 0 g).card := by
    refine Finset.card_bij (fun x _ => ((x.1 : ℕ) + 1) / a) ?_ ?_ ?_
    · rintro ⟨p, q⟩ h
      simp only [Finset.mem_filter, Finset.mem_univ, true_and, hred] at h
      obtain ⟨t, ht⟩ := hdvd _ _ h
      have hp := p.2
      simp only [ht, Nat.mul_div_cancel_left t ha0, Finset.mem_Ioo]
      refine ⟨Nat.pos_of_ne_zero (by rintro rfl; simp at ht), ?_⟩
      exact Nat.lt_of_mul_lt_mul_left (a := a) (by omega)
    · rintro ⟨p, q⟩ h ⟨p', q'⟩ h' heq
      simp only [Finset.mem_filter, Finset.mem_univ, true_and, hred] at h h'
      have hpp : (p : ℕ) + 1 = (p' : ℕ) + 1 := by
        rw [← Nat.div_mul_cancel (hdvd _ _ h), ← Nat.div_mul_cancel (hdvd _ _ h')]
        exact congrArg (· * a) heq
      rw [hpp] at h
      have hqq : (q : ℕ) + 1 = (q' : ℕ) + 1 := Nat.eq_of_mul_eq_mul_right ha0 (by omega)
      exact Prod.ext (Fin.ext (by simpa using hpp)) (Fin.ext (by simpa using hqq))
    · intro t ht
      rw [Finset.mem_Ioo] at ht
      obtain ⟨s, rfl⟩ := Nat.exists_eq_add_of_lt ht.2
      obtain ⟨p, hp⟩ := Nat.exists_eq_succ_of_ne_zero (Nat.mul_pos ha0 ht.1).ne'
      obtain ⟨q, hq⟩ := Nat.exists_eq_succ_of_ne_zero (Nat.mul_pos hb0 (Nat.succ_pos s)).ne'
      have hpm : p < m := by nlinarith
      have hqn : q < n := by nlinarith [Nat.mul_pos hb0 ht.1]
      refine ⟨(⟨p, hpm⟩, ⟨q, hqn⟩), ?_, ?_⟩
      · simp only [Finset.mem_filter, Finset.mem_univ, true_and, hred]
        rw [← Nat.succ_eq_add_one p, ← Nat.succ_eq_add_one q, ← hp, ← hq, Nat.succ_eq_add_one]
        ring
      · change (p + 1) / a = t
        rw [← Nat.succ_eq_add_one p, ← hp, Nat.mul_div_cancel_left t ha0]
  rw [hcard, Nat.card_Ioo]
  omega
```

The main theorem puts the $1$ on the left, which avoids subtraction of natural numbers. It holds for all $m$ and $n$, including the empty flake, whose kernel has dimension $0$.

```lean
/-- The number of independent non-bonding orbitals of the `m × n` square-lattice flake is
`gcd (m + 1) (n + 1) - 1`. -/
theorem finrank_nonbonding (m n : ℕ) :
    Module.finrank ℝ (nonbonding m n) + 1 = Nat.gcd (m + 1) (n + 1) := by
  have hP : IsUnit (standingWave m ⊗ₖ standingWave n).det := by
    rw [Matrix.det_kronecker]
    exact (((Matrix.isUnit_iff_isUnit_det _).1 (isUnit_standingWave m)).pow _).mul
      (((Matrix.isUnit_iff_isUnit_det _).1 (isUnit_standingWave n)).pow _)
  -- the rank counts the nonzero levels
  have hrank : (flake m n).rank =
      Nat.card {x : Fin m × Fin n // ¬ (level m x.1 + level n x.2 = 0)} := by
    rw [← Matrix.rank_mul_eq_left_of_isUnit_det _ (flake m n) hP, flake_mul_standingWave,
      Matrix.rank_mul_eq_right_of_isUnit_det _ _ hP]
    exact (Matrix.rank_diagonal _).trans (@Nat.card_eq_fintype_card _ _).symm
  have hnull : (flake m n).rank + Module.finrank ℝ (nonbonding m n) =
      Nat.card (Fin m × Fin n) := by
    have h := LinearMap.finrank_range_add_finrank_ker (flake m n).mulVecLin
    rw [Module.finrank_fintype_fun_eq_card, ← Nat.card_eq_fintype_card] at h
    exact h
  have hsplit : Nat.card {x : Fin m × Fin n // level m x.1 + level n x.2 = 0} +
      Nat.card {x : Fin m × Fin n // ¬ (level m x.1 + level n x.2 = 0)} =
      Nat.card (Fin m × Fin n) := by
    rw [← Nat.card_sum]
    exact Nat.card_congr
      (Equiv.sumCompl fun x : Fin m × Fin n => level m x.1 + level n x.2 = 0)
  -- hence the nullity counts the zero levels
  rw [hrank, ← hsplit] at hnull
  have hfin := Nat.add_left_cancel (hnull.trans (Nat.add_comm _ _))
  have hpairs : Nat.card {x : Fin m × Fin n // level m x.1 + level n x.2 = 0} =
      Nat.card {x : Fin m × Fin n // ((x.1 : ℕ) + 1) * (n + 1) + ((x.2 : ℕ) + 1) * (m + 1) =
        (m + 1) * (n + 1)} :=
    Nat.card_congr (Equiv.subtypeEquivRight
      (fun x : Fin m × Fin n => level_add_eq_zero_iff x.1 x.2))
  rw [hfin, hpairs, Nat.card_eq_fintype_card, Fintype.card_subtype]
  exact card_zero_pairs m n
```

The passage from eigenvectors to a dimension rests on `Matrix.rank_mul_eq_left_of_isUnit_det` and its partner for the other side: multiplication by a matrix with invertible determinant preserves rank. With $P$ the matrix of product waves and $D$ the diagonal matrix of levels, $AP=PD$ yields

$$\operatorname{rank}A=\operatorname{rank}(AP)=\operatorname{rank}(PD)=\operatorname{rank}D .$$

The argument uses that $P$ is invertible, but no formula for its inverse, and neither orthogonality nor normalisation. The rank of $D$ is the number of nonzero levels, and rank–nullity leaves the zero levels for the kernel.

## Square flakes and flakes without zero levels

An $n\times n$ flake has $n$ independent non-bonding orbitals; the $2\times2$ case is the Hückel model of square cyclobutadiene, with two.

```lean
/-- The square `n × n` flake has exactly `n` independent non-bonding orbitals. -/
theorem finrank_nonbonding_square (n : ℕ) : Module.finrank ℝ (nonbonding n n) = n := by
  have h := finrank_nonbonding n n
  rw [Nat.gcd_self] at h
  omega

/-- A flake has no nonzero non-bonding orbital exactly when `m + 1` and `n + 1` are coprime. -/
theorem nonbonding_eq_bot_iff (m n : ℕ) :
    nonbonding m n = ⊥ ↔ Nat.Coprime (m + 1) (n + 1) := by
  have h := finrank_nonbonding m n
  rw [← Submodule.finrank_eq_zero (R := ℝ), Nat.Coprime]
  omega

end

end SquareLatticeFlake
```

Within this finite, non-interacting model, the count gives a numerical diagonalisation a known degeneracy to reproduce. Applying it to a real flake assumes equal site energies and equal nearest-neighbour hopping up to the edges, with no longer-range hopping or electron repulsion.

```lean
#print axioms SquareLatticeFlake.finrank_nonbonding_square
#print axioms SquareLatticeFlake.nonbonding_eq_bot_iff
```

```
'SquareLatticeFlake.finrank_nonbonding_square' depends on axioms: [propext, Classical.choice, Quot.sound]
'SquareLatticeFlake.nonbonding_eq_bot_iff' depends on axioms: [propext, Classical.choice, Quot.sound]
```
